# A normalised Bloch state on a ring of N cells has all its momentum weight at p ≡ k (mod N)

If the crystal momentum label $k$ of a Bloch state is read as its momentum, a computed momentum density puts the whole state at one point. On a ring of $N$ cells, any weight at $k+N, k+2N,\dots$ is then wrongly assigned to $k$, and a Compton profile built from that density can be wrong. For one particle on a finite one-dimensional ring, the result below says which momenta can carry weight and what their total is. How the weight is shared among them depends on the wavefunction inside the cell.

```lean
import Mathlib

open Complex ComplexConjugate

namespace BlochComptonProfile

noncomputable section
```

## Momentum, Bloch phase and sectors

The ring has $L$ sites, and $\psi$ is a complex function on `ZMod L`. Its momentum amplitude is

$$\hat\psi(p)=\frac1{\sqrt L}\sum_x e^{-2\pi i px/L}\,\psi(x).$$

Here $p$ is an integer label; for site spacing $d$ the physical momentum is $2\pi\hbar p/(Ld)$, up to multiples of $2\pi\hbar/d$. In Lean, `p.val` is the representative between $0$ and $L-1$.

```lean
/-- The momentum amplitude of a wavefunction on a ring of `L` sites: its unitary discrete
Fourier transform with kernel `exp(-2πi p x / L)`. -/
def amplitude {L : ℕ} [NeZero L] (ψ : ZMod L → ℂ) (p : ZMod L) : ℂ :=
  ((Real.sqrt L : ℝ) : ℂ)⁻¹ *
    ∑ x : ZMod L, cexp (-(2 * Real.pi * I * (p.val * x.val)) / L) * ψ x
```

Now let $L=NM$: $N$ cells of $M$ sites, with $N,M\ge1$. Translation by one cell should multiply a Bloch state by $e^{2\pi ik/N}$, with $k$ any integer.

```lean
/-- The phase `exp(2πi k / N)` acquired on translation by one unit cell. -/
def blochPhase (N : ℕ) (k : ℤ) : ℂ := cexp (2 * Real.pi * I * k / N)
```

`IsBloch` states this condition, $\psi(x+M)=e^{2\pi ik/N}\psi(x)$ for all $x$. It is a hypothesis here; physically it stands for an eigenstate of the cell translation, as can be chosen for a periodic Hamiltonian.

```lean
/-- The Bloch condition with crystal momentum label `k` on a ring of `N` cells of `M` sites. -/
def IsBloch (N M : ℕ) (k : ℤ) (ψ : ZMod (N * M) → ℂ) : Prop :=
  ∀ x, ψ (x + (M : ZMod (N * M))) = blochPhase N k * ψ x
```

A reciprocal lattice vector shifts $p$ by a multiple of $N$. The weight of sector $j$ is therefore

$$W_j=\sum_{p\equiv j\ (\mathrm{mod}\ N)}|\hat\psi(p)|^2 .$$

```lean
/-- The total momentum weight on all `p` congruent to `j` modulo `N`. -/
def sectorWeight (N M : ℕ) [NeZero N] [NeZero M] (ψ : ZMod (N * M) → ℂ) (j : ℤ) : ℝ :=
  ∑ p ∈ Finset.univ.filter (fun p : ZMod (N * M) => (p.val : ℤ) ≡ j [ZMOD (N : ℤ)]),
    ‖amplitude ψ p‖ ^ 2
```

## Total weight is conserved

Write $\chi(z)=e^{2\pi iz/L}$, which is well defined on residues modulo $L$. The kernel is $\chi(-px)$, and the first lemma makes this replacement.

```lean
/-- The momentum amplitude written with the standard additive character of the ring. -/
theorem amplitude_eq {L : ℕ} [NeZero L] (ψ : ZMod L → ℂ) (p : ZMod L) :
    amplitude ψ p = ((Real.sqrt L : ℝ) : ℂ)⁻¹ *
      ∑ x : ZMod L, ZMod.stdAddChar (-(p * x)) * ψ x := by
  unfold amplitude
  congr 1
  refine Finset.sum_congr rfl fun x _ => ?_
  have h : -(p * x) = ((-((p.val : ℤ) * (x.val : ℤ)) : ℤ) : ZMod L) := by simp
  rw [h, ZMod.stdAddChar_coe, Int.cast_neg, Int.cast_mul, Int.cast_natCast,
    Int.cast_natCast, mul_neg]
```

Expanding the squared modulus and summing over $p$ gives

$$\sum_p|\hat\psi(p)|^2=\frac1L\sum_{x,y}\psi(x)\overline{\psi(y)}\sum_p\chi\big(p(y-x)\big)=\sum_x|\psi(x)|^2,$$

because the inner sum is $L$ for $y=x$ and $0$ otherwise. In the proof, `hterm` is the expansion and `key` carries out the sums.

```lean
/-- Parseval's identity: the total momentum weight equals the total position weight. -/
theorem parseval {L : ℕ} [NeZero L] (ψ : ZMod L → ℂ) :
    ∑ p, ‖amplitude ψ p‖ ^ 2 = ∑ x, ‖ψ x‖ ^ 2 := by
  have hL : (L : ℂ) ≠ 0 := Nat.cast_ne_zero.2 (NeZero.ne L)
  have hc : ((Real.sqrt L : ℝ) : ℂ)⁻¹ * ((Real.sqrt L : ℝ) : ℂ)⁻¹ = (L : ℂ)⁻¹ := by
    rw [← mul_inv, ← Complex.ofReal_mul, Real.mul_self_sqrt (Nat.cast_nonneg L),
      Complex.ofReal_natCast]
  have hconj : ∀ z : ZMod L, ZMod.stdAddChar (-z) = conj (ZMod.stdAddChar z) := by
    intro z
    rw [ZMod.stdAddChar_apply, ZMod.stdAddChar_apply, AddChar.map_neg_eq_inv,
      Circle.coe_inv_eq_conj]
  -- expand the squared modulus as a double sum over positions
  have hterm : ∀ p : ZMod L, amplitude ψ p * conj (amplitude ψ p) =
      ∑ x, ∑ y, (L : ℂ)⁻¹ * (ψ x * conj (ψ y)) * ZMod.stdAddChar (p * (y - x)) := by
    intro p
    rw [amplitude_eq, map_mul, map_inv₀, Complex.conj_ofReal, map_sum, mul_mul_mul_comm, hc,
      Finset.sum_mul_sum, Finset.mul_sum]
    refine Finset.sum_congr rfl fun x _ => ?_
    rw [Finset.mul_sum]
    refine Finset.sum_congr rfl fun y _ => ?_
    have e : ZMod.stdAddChar (p * (y - x)) =
        ZMod.stdAddChar (-(p * x)) * conj (ZMod.stdAddChar (-(p * y))) := by
      rw [← hconj, ← AddChar.map_add_eq_mul]
      congr 1
      ring
    rw [e, map_mul]
    ring
  have key : ∑ p, amplitude ψ p * conj (amplitude ψ p) = ∑ x, ψ x * conj (ψ x) := by
    rw [Finset.sum_congr rfl fun p _ => hterm p, Finset.sum_comm]
    refine Finset.sum_congr rfl fun x _ => ?_
    rw [Finset.sum_comm, Finset.sum_eq_single x]
    · have hs : ∑ p : ZMod L, ZMod.stdAddChar (p * (x - x)) = (L : ℂ) := by
        simp [ZMod.card]
      rw [← Finset.mul_sum, hs]
      field_simp
    · -- orthogonality of characters removes the terms with different positions
      intro y _ hy
      rw [← Finset.mul_sum, AddChar.sum_mulShift _ (ZMod.isPrimitive_stdAddChar L)]
      simp [sub_ne_zero.2 hy]
    · simp
  apply Complex.ofReal_injective
  push_cast
  simp only [← Complex.mul_conj']
  exact key
```

## Translation selects the momenta

For a shift $a$ and a number $c$, consider the defect $\psi(x+a)-c\,\psi(x)$. Substituting $y=x+a$,

$$\sum_x\chi(-px)\psi(x+a)=\chi(pa)\sum_y\chi(-py)\psi(y),$$

so the defect has amplitude $(\chi(pa)-c)\,\hat\psi(p)$. The substitution is `hshift`; `hscale` takes out the constant $c$.

```lean
/-- The defect `ψ(x+a) - c ψ(x)` has the momentum amplitude of `ψ` multiplied by the difference
between the translation phase `exp(2πi p a / L)` and `c`. -/
theorem amplitude_defect {L : ℕ} [NeZero L] (ψ : ZMod L → ℂ) (a : ZMod L) (c : ℂ)
    (p : ZMod L) :
    amplitude (fun x => ψ (x + a) - c * ψ x) p =
      (ZMod.stdAddChar (p * a) - c) * amplitude ψ p := by
  have hshift : ∑ x, ZMod.stdAddChar (-(p * x)) * ψ (x + a) =
      ZMod.stdAddChar (p * a) * ∑ x, ZMod.stdAddChar (-(p * x)) * ψ x := by
    rw [← Equiv.sum_comp (Equiv.addRight a) (fun x => ZMod.stdAddChar (-(p * x)) * ψ x),
      Finset.mul_sum]
    refine Finset.sum_congr rfl fun x _ => ?_
    have e : (ZMod.stdAddChar (-(p * x)) : ℂ) =
        ZMod.stdAddChar (p * a) * ZMod.stdAddChar (-(p * (x + a))) := by
      rw [← AddChar.map_add_eq_mul]
      congr 1
      ring
    simp only [Equiv.coe_addRight]
    rw [e]
    ring
  have hscale : ∑ x, ZMod.stdAddChar (-(p * x)) * (c * ψ x) =
      c * ∑ x, ZMod.stdAddChar (-(p * x)) * ψ x := by
    rw [Finset.mul_sum]
    exact Finset.sum_congr rfl fun x _ => by ring
  rw [amplitude_eq, amplitude_eq]
  simp only [mul_sub, Finset.sum_sub_distrib]
  rw [hshift, hscale]
  ring
```

Two phases $e^{2\pi ia/N}$ and $e^{2\pi ib/N}$, now with integers $a,b$, are equal exactly when $(a-b)/N$ is an integer, that is, when $a\equiv b\pmod N$.

```lean
/-- Two Bloch phases coincide exactly when their labels agree modulo the number of cells. -/
theorem blochPhase_eq_iff (N : ℕ) [NeZero N] (a b : ℤ) :
    blochPhase N a = blochPhase N b ↔ a ≡ b [ZMOD (N : ℤ)] := by
  have hN : (N : ℂ) ≠ 0 := Nat.cast_ne_zero.2 (NeZero.ne N)
  unfold blochPhase
  constructor
  · intro h
    obtain ⟨n, hn⟩ := Complex.exp_eq_exp_iff_exists_int.1 h
    have h2 : (a : ℂ) = b + n * N := by
      apply mul_left_cancel₀ Complex.two_pi_I_ne_zero
      rw [← div_mul_cancel₀ (2 * Real.pi * I * (a : ℂ)) hN, hn, add_mul,
        div_mul_cancel₀ _ hN]
      ring
    have h3 : a = b + n * N := by exact_mod_cast h2
    exact Int.modEq_iff_dvd.2 ⟨-n, by rw [h3]; ring⟩
  · intro h
    obtain ⟨n, hn⟩ := Int.modEq_iff_dvd.1 h
    have h3 : b = a + N * n := by linarith
    have hb : (b : ℂ) = a + N * n := by exact_mod_cast h3
    refine Complex.exp_eq_exp_iff_exists_int.2 ⟨-n, ?_⟩
    rw [hb, Int.cast_neg]
    field_simp
    ring
```

Take the shift to be $M$ and $c=e^{2\pi ik/N}$. Since $\chi(pM)=e^{2\pi ip/N}$, the defect has amplitude

$$\left(e^{2\pi ip/N}-e^{2\pi ik/N}\right)\hat\psi(p).$$

For a Bloch state the defect is zero, so $\hat\psi(p)=0$ whenever $p\not\equiv k$. Conversely, if those amplitudes vanish, the product is zero at every $p$: one factor or the other vanishes. Parseval then makes the defect itself zero, which is the Bloch condition. The two directions are the two branches of the proof.

```lean
/-- A wavefunction obeys the Bloch condition with label `k` exactly when its momentum
amplitude vanishes at every `p` not congruent to `k` modulo `N`. -/
theorem isBloch_iff (N M : ℕ) [NeZero N] [NeZero M] (k : ℤ) (ψ : ZMod (N * M) → ℂ) :
    IsBloch N M k ψ ↔
      ∀ p : ZMod (N * M), ¬ (p.val : ℤ) ≡ k [ZMOD (N : ℤ)] → amplitude ψ p = 0 := by
  have hM : (M : ℂ) ≠ 0 := Nat.cast_ne_zero.2 (NeZero.ne M)
  -- translation by one cell multiplies the amplitude at p by the Bloch phase of p
  have hphase : ∀ p : ZMod (N * M),
      ZMod.stdAddChar (p * (M : ZMod (N * M))) = blochPhase N p.val := by
    intro p
    have h : p * (M : ZMod (N * M)) = (((p.val : ℤ) * (M : ℤ) : ℤ) : ZMod (N * M)) := by
      simp
    rw [h, ZMod.stdAddChar_coe, blochPhase, Int.cast_mul, Int.cast_natCast M, Nat.cast_mul,
      ← mul_assoc, mul_div_mul_right _ _ hM]
  have hdef := fun p => amplitude_defect ψ (M : ZMod (N * M)) (blochPhase N k) p
  constructor
  · intro h p hp
    have h0 := hdef p
    have hz : (fun x => ψ (x + (M : ZMod (N * M))) - blochPhase N k * ψ x) = fun _ => 0 :=
      funext fun x => sub_eq_zero.2 (h x)
    rw [hz, hphase] at h0
    have h1 : amplitude (fun _ : ZMod (N * M) => (0 : ℂ)) p = 0 := by simp [amplitude]
    rw [h1] at h0
    exact (mul_eq_zero.1 h0.symm).resolve_left
      (sub_ne_zero.2 fun e => hp ((blochPhase_eq_iff N _ _).1 e))
  · intro h x
    -- the defect has no momentum weight, so it vanishes by Parseval
    have hsum := parseval (fun x => ψ (x + (M : ZMod (N * M))) - blochPhase N k * ψ x)
    rw [Finset.sum_eq_zero] at hsum
    · have hx := (Finset.sum_eq_zero_iff_of_nonneg (fun _ _ => sq_nonneg _)).1 hsum.symm x
        (Finset.mem_univ x)
      exact sub_eq_zero.1 (norm_eq_zero.1 (pow_eq_zero_iff two_ne_zero |>.1 hx))
    · intro p _
      rw [hdef p, hphase]
      by_cases hp : (p.val : ℤ) ≡ k [ZMOD (N : ℤ)]
      · rw [(blochPhase_eq_iff N _ _).2 hp]
        simp
      · rw [h p hp]
        simp
```

## The sector weights

Let $\psi$ be a Bloch state with label $k$, normalised so that $\sum_x|\psi(x)|^2=1$. If $j\equiv k$, the sector contains every momentum with nonzero amplitude, so $W_j=\sum_p|\hat\psi(p)|^2=1$. If $j\not\equiv k$, every term of $W_j$ is zero. The proof splits into these cases with `by_cases`.

```lean
/-- For a normalised Bloch state with label `k`, the total momentum weight on `p` congruent
to `j` modulo `N` is one if `j` is congruent to `k` modulo `N`, and zero otherwise. -/
theorem sectorWeight_bloch (N M : ℕ) [NeZero N] [NeZero M] (k j : ℤ)
    (ψ : ZMod (N * M) → ℂ) (hψ : ∑ x, ‖ψ x‖ ^ 2 = 1) (hB : IsBloch N M k ψ) :
    sectorWeight N M ψ j = if j ≡ k [ZMOD (N : ℤ)] then 1 else 0 := by
  have hsel := (isBloch_iff N M k ψ).1 hB
  unfold sectorWeight
  by_cases h : j ≡ k [ZMOD (N : ℤ)]
  · rw [if_pos h]
    refine Eq.trans ?_ ((parseval ψ).trans hψ)
    refine Finset.sum_subset (Finset.filter_subset _ _) fun p _ hp => ?_
    rw [hsel p fun h' => hp (Finset.mem_filter.2 ⟨Finset.mem_univ _, h'.trans h.symm⟩)]
    simp
  · rw [if_neg h]
    refine Finset.sum_eq_zero fun p hp => ?_
    rw [hsel p fun h' => h ((Finset.mem_filter.1 hp).2.symm.trans h')]
    simp
```

In a calculation, this is the pattern seen in a fast Fourier transform of a Bloch orbital sampled over all $NM$ sites, with the squared moduli of the samples summing to one. With the same sign and unitary normalisation of the transform, and up to rounding, only the entries $k \bmod N$, $(k \bmod N)+N,\dots$ can be nonzero, and their squared moduli sum to one. A plane-wave code uses the same structure when it stores coefficients only at the Bloch wavevector plus $G$, with $G$ a reciprocal lattice vector; here the Bloch wavevector is $2\pi k/(NMd)$.

## Superpositions

Let $\varphi_0,\dots,\varphi_{N-1}$ be normalised Bloch states, one for each label, and $\psi=\sum_k a_k\varphi_k$. By linearity $\hat\psi(p)=\sum_k a_k\hat\varphi_k(p)$. For $p\equiv j$ only the term $k=j$ survives, so

$$W_j=|a_j|^2\sum_{p\equiv j}|\hat\varphi_j(p)|^2=|a_j|^2 .$$

Different crystal momenta do not interfere in these momentum weights, although they can in the position density $|\psi(x)|^2$. The coefficients are arbitrary; when $\sum_k|a_k|^2=1$, the $W_j$ are the probabilities of the labels. In Lean, `hlin` is the linearity and `Finset.sum_eq_single j` keeps the surviving term.

```lean
/-- In a superposition of normalised Bloch states, one for each label, the momentum weight
in sector `j` is the squared modulus of the coefficient of the state with label `j`. -/
theorem sectorWeight_superposition (N M : ℕ) [NeZero N] [NeZero M]
    (φ : Fin N → ZMod (N * M) → ℂ) (hφ : ∀ k, ∑ x, ‖φ k x‖ ^ 2 = 1)
    (hB : ∀ k : Fin N, IsBloch N M ((k : ℕ) : ℤ) (φ k)) (a : Fin N → ℂ) (j : Fin N) :
    sectorWeight N M (fun x => ∑ k, a k * φ k x) ((j : ℕ) : ℤ) = ‖a j‖ ^ 2 := by
  have hlin : ∀ p, amplitude (fun x => ∑ k, a k * φ k x) p =
      ∑ k, a k * amplitude (φ k) p := by
    intro p
    simp only [amplitude, Finset.mul_sum]
    rw [Finset.sum_comm]
    exact Finset.sum_congr rfl fun k _ => Finset.sum_congr rfl fun x _ => by ring
  have hone := sectorWeight_bloch N M ((j : ℕ) : ℤ) ((j : ℕ) : ℤ) (φ j) (hφ j) (hB j)
  rw [if_pos (Int.ModEq.refl _)] at hone
  rw [← mul_one (‖a j‖ ^ 2), ← hone]
  unfold sectorWeight
  rw [Finset.mul_sum]
  refine Finset.sum_congr rfl fun p hp => ?_
  -- only the Bloch state with label j contributes at this momentum
  rw [hlin p, Finset.sum_eq_single j, norm_mul, mul_pow]
  · intro k _ hk
    rw [(isBloch_iff N M _ (φ k)).1 (hB k) p, mul_zero]
    intro h'
    have hjk := (Finset.mem_filter.1 hp).2.symm.trans h'
    have hj := j.isLt
    have hk' := k.isLt
    unfold Int.ModEq at hjk
    rw [Int.emod_eq_of_lt (by omega) (by omega),
      Int.emod_eq_of_lt (by omega) (by omega)] at hjk
    exact hk (Fin.ext (by omega))
  · simp

end

end BlochComptonProfile
```

```lean
#print axioms BlochComptonProfile.sectorWeight_bloch
#print axioms BlochComptonProfile.sectorWeight_superposition
```

```
'BlochComptonProfile.sectorWeight_bloch' depends on axioms: [propext, Classical.choice, Quot.sound]
'BlochComptonProfile.sectorWeight_superposition' depends on axioms: [propext, Classical.choice, Quot.sound]
```
